# With kinetic energy $(\sigma\cdot P)^2/2m$, a charged spin-½ particle in a magnetic field has $g=2$

An electron in a magnetic field has an energy that depends on the direction of its spin. Its magnetic moment is $g\,(q/2m)\,S$, where $q$ is the charge, $m$ the mass and $S=\hbar\sigma/2$ the spin. A classical charge whose angular momentum comes from orbital motion has the same formula with $g=1$ and the orbital angular momentum in place of $S$, whereas the spin moment of the electron has $g$ close to 2.

The value 2 follows if the kinetic energy is taken to be $(\sigma\cdot P)^2/2m$, with $P=p-qA$ the kinetic momentum in a vector potential $A$. This form is a physical postulate, and it is also what the Dirac equation gives at low velocity. For $A=0$ it equals $p^2/2m$. With a field, the components of $P$ no longer all commute with each other, and their commutators produce the spin term.

## Operators, Pauli matrices and the field

Only sums, products and complex multiples of operators are needed, so the components of $P$ and of the field $B$ are elements of an arbitrary complex algebra `R`, in which products need not commute. Components are numbered 0, 1, 2 for $x$, $y$, $z$.

In Lean 4 with Mathlib:

```lean
import Mathlib

open Complex

namespace PauliEquation

noncomputable section

variable {R : Type*} [Ring R] [Algebra ℂ R]
```

The Pauli matrices have their usual form, $\sigma_0,\sigma_1,\sigma_2$ standing for the textbook $\sigma_x,\sigma_y,\sigma_z$.

```lean
/-- The three Pauli matrices. -/
def pauli : Fin 3 → Matrix (Fin 2) (Fin 2) ℂ :=
  ![!![0, 1; 1, 0], !![0, -I; I, 0], !![1, 0; 0, -1]]
```

For a triple $V$ of operators, $\sigma\cdot V$ is the $2\times2$ matrix of operators with entries $\sum_k(\sigma_k)_{ab}V_k$.

```lean
/-- The matrix `σ·V` for a triple `V` of operators. -/
def sigmaDot (V : Fin 3 → R) : Matrix (Fin 2) (Fin 2) R :=
  Matrix.of fun a b => ∑ k, pauli k a b • V k
```

The Levi-Civita symbol is $+1$ on cyclic orders of $0,1,2$, $-1$ on the other orders, and zero when an index repeats.

```lean
/-- The Levi-Civita symbol, with indices counted modulo three. -/
def eps (i j k : Fin 3) : ℂ :=
  if j = i + 1 ∧ k = i + 2 then 1 else if j = i + 2 ∧ k = i + 1 then -1 else 0
```

In the cross product and in the product rule below, $A$ and $C$ are any two triples of operators, so $A$ need not be the vector potential. Each factor of $A$ stays to the left of the factor of $C$. For this reason $P\times P$ need not vanish: its component 2 is $P_0P_1-P_1P_0$.

```lean
/-- The cross product of two triples of operators, with the order of factors kept. -/
def cross (A C : Fin 3 → R) : Fin 3 → R :=
  ![A 1 * C 2 - A 2 * C 1, A 2 * C 0 - A 0 * C 2, A 0 * C 1 - A 1 * C 0]
```

The field enters through the commutators
$$[P_i,P_j]=i\,c\sum_k\varepsilon_{ijk}B_k .$$
The complex number $c$ sets the strength of the coupling; for a particle of charge $q$ it is $\hbar q$. `FieldAlgebra c P B` is the name given here to these relations.

```lean
/-- The commutation relations `[P_i, P_j] = i c ∑_k ε_ijk B_k` of kinetic momenta in a field. -/
def FieldAlgebra (c : ℂ) (P B : Fin 3 → R) : Prop :=
  ∀ i j, P i * P j - P j * P i = (I * c) • ∑ k, eps i j k • B k
```

The field of a vector potential is its curl. `D i j` stands for the derivative $\partial_iA_j$, regarded as an operator that multiplies a wave function.

```lean
/-- The curl of a vector potential, where `D i j` stands for `∂_i A_j`. -/
def curl (D : Fin 3 → Fin 3 → R) : Fin 3 → R :=
  ![D 1 2 - D 2 1, D 2 0 - D 0 2, D 0 1 - D 1 0]
```

The spin couples to the field through $S\cdot B=(\hbar/2)\,\sigma\cdot B$.

```lean
/-- The coupling `S·B` of the spin `S = ħσ/2` to a field. -/
def spinDot (hbar : ℂ) (B : Fin 3 → R) : Matrix (Fin 2) (Fin 2) R :=
  (hbar / 2) • sigmaDot B
```

## The matrix $\sigma\cdot V$ and its three components

Inserting the Pauli matrices gives
$$\sigma\cdot V=\begin{pmatrix}V_2&V_0-iV_1\\V_0+iV_1&-V_2\end{pmatrix}.$$

```lean
/-- The matrix `σ·V` written out in its four entries. -/
theorem sigmaDot_eq (V : Fin 3 → R) :
    sigmaDot V = !![V 2, V 0 - I • V 1; V 0 + I • V 1, -V 2] := by
  ext a b
  fin_cases a <;> fin_cases b <;>
    simp [sigmaDot, pauli, Fin.sum_univ_three, sub_eq_add_neg]
```

Complex factors can be taken outside: $\sigma\cdot(cV)=c\,\sigma\cdot V$.

```lean
/-- Scalars pass through `σ·V`. -/
theorem sigmaDot_smul (c : ℂ) (V : Fin 3 → R) : sigmaDot (c • V) = c • sigmaDot V := by
  ext a b
  simp only [sigmaDot, Matrix.of_apply, Matrix.smul_apply, Pi.smul_apply, Finset.smul_sum]
  exact Finset.sum_congr rfl fun k _ => smul_comm _ _ _
```

The matrix also fixes its components. If $\sigma\cdot V=\sigma\cdot W$, the upper left entries give $V_2=W_2$. Half the sum of the off-diagonal entries gives $V_0=W_0$. Subtracting this from the lower left entry leaves $iV_1=iW_1$, and multiplication by $-i$ gives $V_1=W_1$.

```lean
/-- The matrix `σ·V` determines the three operators `V`. -/
theorem sigmaDot_injective {V W : Fin 3 → R} (h : sigmaDot V = sigmaDot W) : V = W := by
  rw [sigmaDot_eq, sigmaDot_eq] at h
  have h2 : V 2 = W 2 := congrFun (congrFun h 0) 0
  have a : V 0 - I • V 1 = W 0 - I • W 1 := congrFun (congrFun h 0) 1
  have b : V 0 + I • V 1 = W 0 + I • W 1 := congrFun (congrFun h 1) 0
  -- half the sum of the off-diagonal entries gives `V 0`; the lower left entry then gives `V 1`
  have h0 : V 0 = W 0 := by
    linear_combination (norm := module) (1 / 2 : ℂ) • a + (1 / 2 : ℂ) • b
  have hI : I • V 1 = I • W 1 := by
    rw [h0] at b
    exact add_left_cancel b
  have h1 : V 1 = W 1 := by
    simpa [smul_smul] using congrArg (fun x => (-I) • x) hI
  funext k
  fin_cases k
  exacts [h0, h1, h2]
```

## The product rule for noncommuting triples

Multiply $\sigma\cdot A$ by $\sigma\cdot C$ without exchanging any operators, and write $X=A\times C$. The upper row of the product is
$$A_2C_2+(A_0-iA_1)(C_0+iC_1)=\sum_iA_iC_i+iX_2,$$
$$A_2(C_0-iC_1)-(A_0-iA_1)C_2=X_1+iX_0=i(X_0-iX_1).$$
The lower row is
$$(A_0+iA_1)C_2-A_2(C_0+iC_1)=iX_0-X_1=i(X_0+iX_1),$$
$$(A_0+iA_1)(C_0-iC_1)+A_2C_2=\sum_iA_iC_i-iX_2.$$
Together these are
$$(\sigma\cdot A)(\sigma\cdot C)=\Big(\sum_iA_iC_i\Big)\mathbf 1+i\,\sigma\cdot(A\times C).$$
The proof checks the same four entries. After `simp` has expanded the products, `module` compares the complex coefficients and leaves the order of the operators alone.

```lean
/-- For triples of operators that need not commute,
`(σ·A)(σ·C) = A·C + i σ·(A × C)`. -/
theorem sigmaDot_mul (A C : Fin 3 → R) :
    sigmaDot A * sigmaDot C =
      (∑ i, A i * C i) • (1 : Matrix (Fin 2) (Fin 2) R) + I • sigmaDot (cross A C) := by
  rw [sigmaDot_eq A, sigmaDot_eq C, sigmaDot_eq (cross A C)]
  ext a b
  fin_cases a <;> fin_cases b <;>
    simp [Matrix.mul_apply, Fin.sum_univ_two, Fin.sum_univ_three, cross, mul_add, add_mul,
      mul_sub, sub_mul, smul_add, smul_sub, smul_smul] <;> module
```

## Commutators as a cross product

The components of $P\times P$ are $[P_1,P_2]$, $[P_2,P_0]$ and $[P_0,P_1]$. The commutation relations therefore give $P\times P=icB$. Conversely, this equation supplies three of the nine relations. Three more follow by reversing the commutators, and the three with $i=j$ read $0=0$.

```lean
/-- The commutation relations of the kinetic momenta say that `P × P = i c B`. -/
theorem fieldAlgebra_iff_cross (c : ℂ) (P B : Fin 3 → R) :
    FieldAlgebra c P B ↔ cross P P = (I * c) • B := by
  constructor
  · intro h
    have h0 : P 1 * P 2 - P 2 * P 1 = (I * c) • B 0 := by
      simpa [eps, Fin.sum_univ_three] using h 1 2
    have h1 : P 2 * P 0 - P 0 * P 2 = (I * c) • B 1 := by
      simpa [eps, Fin.sum_univ_three] using h 2 0
    have h2 : P 0 * P 1 - P 1 * P 0 = (I * c) • B 2 := by
      simpa [eps, Fin.sum_univ_three] using h 0 1
    funext k
    fin_cases k
    exacts [h0, h1, h2]
  · intro h
    have h0 : P 1 * P 2 - P 2 * P 1 = (I * c) • B 0 := congrFun h 0
    have h1 : P 2 * P 0 - P 0 * P 2 = (I * c) • B 1 := congrFun h 1
    have h2 : P 0 * P 1 - P 1 * P 0 = (I * c) • B 2 := congrFun h 2
    have h0' : P 2 * P 1 - P 1 * P 2 = -((I * c) • B 0) := by rw [← h0, neg_sub]
    have h1' : P 0 * P 2 - P 2 * P 0 = -((I * c) • B 1) := by rw [← h1, neg_sub]
    have h2' : P 1 * P 0 - P 0 * P 1 = -((I * c) • B 2) := by rw [← h2, neg_sub]
    intro i j
    fin_cases i <;> fin_cases j <;>
      simp [eps, h0, h1, h2, h0', h1', h2']
```

## The square of $\sigma\cdot P$

Set $A=C=P$ in the product rule and insert $P\times P=icB$:
$$(\sigma\cdot P)^2=\Big(\sum_iP_i^2\Big)\mathbf 1+i(ic)\,\sigma\cdot B=\Big(\sum_iP_i^2\Big)\mathbf 1-c\,\sigma\cdot B.$$
The argument also runs backwards. If the last expression is correct, cancelling $\sum_iP_i^2$ leaves $i\,\sigma\cdot(P\times P)=-c\,\sigma\cdot B$. Multiplication by $-i$ gives $\sigma\cdot(P\times P)=\sigma\cdot(icB)$, and since the matrix fixes its components, $P\times P=icB$. The theorem is thus an equivalence: for given $c$, $P$ and $B$, the identity holds exactly when the commutation relations do.

```lean
/-- The identity `(σ·P)² = P² - c σ·B` holds exactly when
`[P_i, P_j] = i c ∑_k ε_ijk B_k`. -/
theorem pauli_identity_iff (c : ℂ) (P B : Fin 3 → R) :
    sigmaDot P ^ 2 = (∑ i, P i * P i) • (1 : Matrix (Fin 2) (Fin 2) R) - c • sigmaDot B ↔
      FieldAlgebra c P B := by
  rw [fieldAlgebra_iff_cross, sq, sigmaDot_mul]
  constructor
  · intro h
    -- the scalar parts cancel and the spin parts are compared
    have h1 : I • sigmaDot (cross P P) = -(c • sigmaDot B) := by
      rw [sub_eq_add_neg] at h
      exact add_left_cancel h
    apply sigmaDot_injective
    rw [sigmaDot_smul]
    calc sigmaDot (cross P P) = (-I) • (I • sigmaDot (cross P P)) := by simp [smul_smul]
      _ = (I * c) • sigmaDot B := by rw [h1, smul_neg, neg_smul, neg_neg, smul_smul]
  · intro h
    rw [h, sigmaDot_smul, smul_smul, ← mul_assoc, I_mul_I, neg_one_mul, neg_smul,
      sub_eq_add_neg]
```

In the smallest familiar case, `R` is the complex numbers. All commutators vanish, the relations reduce to $cB=0$, and what remains is the textbook identity $(\sigma\cdot v)^2=(v_0^2+v_1^2+v_2^2)\mathbf 1$.

## The commutators from minimal coupling

Let $P_i=p_i-qA_i$, where the $p_i$ commute with each other, the $A_i$ commute with each other, and $[p_i,A_j]=-i\hbar\,\partial_iA_j$. Then
$$[P_i,P_j]=-q[p_i,A_j]+q[p_j,A_i]=i\hbar q\,(\partial_iA_j-\partial_jA_i).$$
With $B=\operatorname{curl}A$, the bracket on the right is $\sum_k\varepsilon_{ijk}B_k$, so the commutation relations hold with $c=\hbar q$. In the proof, `key` is this calculation for general $i,j$, and the three cyclic pairs then give $P\times P$. The derivatives enter only through the assumed commutators `hpA`.

```lean
/-- Minimal coupling: if the `p_i` commute, the `A_i` commute and `[p_i, A_j] = -iħ ∂_i A_j`,
then `P = p - qA` obeys `[P_i, P_j] = iħq ∑_k ε_ijk B_k` with `B = curl A`. -/
theorem minimal_coupling (hbar q : ℂ) (p A : Fin 3 → R) (D : Fin 3 → Fin 3 → R)
    (hp : ∀ i j, p i * p j - p j * p i = 0) (hA : ∀ i j, A i * A j - A j * A i = 0)
    (hpA : ∀ i j, p i * A j - A j * p i = (-(I * hbar)) • D i j) :
    FieldAlgebra (hbar * q) (fun i => p i - q • A i) (curl D) := by
  have key : ∀ i j, (p i - q • A i) * (p j - q • A j) - (p j - q • A j) * (p i - q • A i)
      = (I * (hbar * q)) • (D i j - D j i) := by
    intro i j
    calc _ = (p i * p j - p j * p i) - q • (p i * A j - A j * p i)
          + q • (p j * A i - A i * p j) + (q * q) • (A i * A j - A j * A i) := by
          simp only [sub_mul, mul_sub, smul_mul_assoc, mul_smul_comm]
          module
      _ = _ := by
          rw [hp, hA, hpA i j, hpA j i]
          module
  rw [fieldAlgebra_iff_cross]
  funext k
  fin_cases k
  exacts [key 1 2, key 2 0, key 0 1]
```

## The value of $g$

Write the kinetic energy as a spinless part and a spin coupling with unknown $g$:
$$\frac{(\sigma\cdot P)^2}{2m}=\frac{\sum_iP_i^2}{2m}\mathbf 1-g\,\frac{q}{2m}\,S\cdot B.$$
By the identity for the square, the spin term on the left is $-(\hbar q/2m)\,\sigma\cdot B$. On the right it is $-(g\hbar q/4m)\,\sigma\cdot B$. The two agree when $g=2$. For any $g$, their agreement means
$$\frac{\hbar q\,(2-g)}{4m}\,\sigma\cdot B=0.$$
Now let $\hbar$, $q$, $m$ and the field be nonzero. If $g\ne2$, the prefactor is nonzero, so every component of $B$ vanishes, which contradicts the nonzero field. The proof follows this contradiction, with `hk` for the nonzero prefactor and `h2` for the vanishing multiple of $B$.

The name `gyromagnetic_factor` refers to the dimensionless $g$, and not to the gyromagnetic ratio $gq/2m$. For an electron $q$ is negative.

```lean
/-- Let `[P_i, P_j] = iħq ∑_k ε_ijk B_k`. For nonzero `ħ`, `q`, `m` and a nonzero field `B`, the
kinetic energy `(σ·P)²/2m` equals `P²/2m - g (q/2m) S·B` exactly when `g = 2`. -/
theorem gyromagnetic_factor {hbar q m : ℂ} (g : ℂ) {P B : Fin 3 → R}
    (hh : hbar ≠ 0) (hq : q ≠ 0) (hm : m ≠ 0) (hB : B ≠ 0)
    (h : FieldAlgebra (hbar * q) P B) :
    (1 / (2 * m)) • sigmaDot P ^ 2 =
      (1 / (2 * m)) • ((∑ i, P i * P i) • (1 : Matrix (Fin 2) (Fin 2) R))
        - (g * q / (2 * m)) • spinDot hbar B ↔ g = 2 := by
  rw [(pauli_identity_iff _ P B).2 h, spinDot, smul_sub, sub_right_inj, smul_smul, smul_smul]
  constructor
  · intro h1
    by_contra hg
    -- otherwise a nonzero multiple of the field vanishes
    have hk : hbar * q * (2 - g) / (4 * m) ≠ 0 :=
      div_ne_zero (mul_ne_zero (mul_ne_zero hh hq) (sub_ne_zero.2 (Ne.symm hg)))
        (mul_ne_zero (by norm_num : (4 : ℂ) ≠ 0) hm)
    have e : hbar * q * (2 - g) / (4 * m)
        = 1 / (2 * m) * (hbar * q) - g * q / (2 * m) * (hbar / 2) := by ring
    have h2 : (hbar * q * (2 - g) / (4 * m)) • B = 0 := by
      apply sigmaDot_injective
      rw [sigmaDot_smul, e, sub_smul, h1, sub_self]
      ext a b
      simp [sigmaDot]
    apply hB
    rw [← one_smul ℂ B, ← inv_mul_cancel₀ hk, ← smul_smul, h2, smul_zero]
  · rintro rfl
    congr 1
    ring
```

A nonzero field is needed for the "only if" part. Take $P=0$ and $B=0$ in the complex numbers, with $\hbar=q=m=1$: the commutation relations hold, and both sides of the energy equation are zero for every $g$.

The result accounts for the spin Zeeman term in Pauli Hamiltonians used for electrons in magnetic fields, here for one particle in a prescribed field, without spin–orbit coupling or the radiative corrections that move the electron's $g$ slightly away from 2.

## A uniform field in the Landau gauge

A uniform field along $z$ gives a concrete example. Consider functions that depend on $x$ alone and are polynomials. Nonzero polynomials are not square-integrable, so they are not physical states; they serve here only to realise the algebra. On them $p_1$ and $p_2$ act as zero, and $p_0=-i\hbar\,d/dx$.

```lean
/-- The momenta `(-iħ d/dx, 0, 0)` on polynomials in `x`. -/
def landauP (hbar : ℂ) : Fin 3 → Module.End ℂ (Polynomial ℂ) :=
  ![(-(I * hbar)) • Polynomial.derivative, 0, 0]
```

The vector potential is $A=(0,bx,0)$, with $b$ the field strength. Its component 1 multiplies a polynomial by $bx$.

```lean
/-- The Landau-gauge vector potential `(0, b x, 0)` on polynomials in `x`. -/
def landauA (b : ℂ) : Fin 3 → Module.End ℂ (Polynomial ℂ) :=
  ![0, b • LinearMap.mulLeft ℂ Polynomial.X, 0]
```

Its only nonzero derivative is $\partial_0A_1=b$.

```lean
/-- The derivatives `∂_i A_j` of the potential `(0, b x, 0)`. -/
def landauD (b : ℂ) (i j : Fin 3) : Module.End ℂ (Polynomial ℂ) :=
  if i = 0 ∧ j = 1 then b • 1 else 0
```

The $p_i$ commute, and so do the $A_i$. The one nonzero mixed commutator comes from the product rule: for a polynomial $f$,
$$[p_0,A_1]f=-i\hbar b\big((xf)'-xf'\big)=-i\hbar b\,f.$$
The proof goes through all index pairs and uses `Polynomial.derivative_mul` for this one.

```lean
/-- The Landau-gauge operators on polynomials meet the three relations of minimal coupling. -/
theorem minimal_coupling_witness (hbar b : ℂ) :
    (∀ i j, landauP hbar i * landauP hbar j - landauP hbar j * landauP hbar i = 0) ∧
    (∀ i j, landauA b i * landauA b j - landauA b j * landauA b i = 0) ∧
    (∀ i j, landauP hbar i * landauA b j - landauA b j * landauP hbar i
      = (-(I * hbar)) • landauD b i j) := by
  refine ⟨fun i j => ?_, fun i j => ?_, fun i j => ?_⟩
  · fin_cases i <;> fin_cases j <;> simp [landauP]
  · fin_cases i <;> fin_cases j <;> simp [landauA]
  · -- the only nonzero commutator is the product rule for `x f`
    refine LinearMap.ext fun f => ?_
    fin_cases i <;> fin_cases j <;>
      simp [landauP, landauA, landauD, Polynomial.derivative_mul]
    module
```

The curl is $(0,0,b)$, and minimal coupling supplies the commutation relations for $P=(-i\hbar\,d/dx,\,-qbx,\,0)$. For $b\neq0$ the field is a nonzero operator, because it sends the constant polynomial 1 to $b$. With nonzero $\hbar$, $q$ and $m$, this example therefore meets every assumption of the theorem on $g$.

```lean
/-- For `b ≠ 0` the Landau-gauge kinetic momenta obey the commutation relations with the
uniform nonzero field `(0, 0, b)`. -/
theorem fieldAlgebra_witness (hbar q : ℂ) {b : ℂ} (hb : b ≠ 0) :
    FieldAlgebra (hbar * q) (fun i => landauP hbar i - q • landauA b i) ![0, 0, b • 1] ∧
      (![0, 0, b • 1] : Fin 3 → Module.End ℂ (Polynomial ℂ)) ≠ 0 := by
  constructor
  · obtain ⟨hp, hA, hpA⟩ := minimal_coupling_witness hbar b
    have hc : curl (landauD b) = ![0, 0, b • 1] := by
      funext k
      fin_cases k <;> simp [curl, landauD]
    rw [← hc]
    exact minimal_coupling hbar q _ _ _ hp hA hpA
  · intro h
    have h1 : b • (1 : Polynomial ℂ) = 0 :=
      congrArg (fun T : Module.End ℂ (Polynomial ℂ) => T 1) (congrFun h 2)
    simp [hb] at h1

end

end PauliEquation
```

Physical states are described by square-integrable wave functions. There $p$ and often $A$ are unbounded operators, and the algebra applies on a common domain that all these operators map into itself.

```lean
#print axioms PauliEquation.gyromagnetic_factor
```

```
'PauliEquation.gyromagnetic_factor' depends on axioms: [propext, Classical.choice, Quot.sound]
```
